# The third-order Baker–Campbell–Hausdorff formula is exact for strictly upper triangular real 4×4 matrices

Number the rows and columns of a 4×4 matrix from 0 to 3, and let $E_{ij}$ be the matrix with a 1 at position $(i,j)$ and zeros elsewhere. Take $X=E_{01}$ and $Y=E_{12}$. Both square to zero, so their exponentials are $1+X$ and $1+Y$, and

$$e^Xe^Y=(1+E_{01})(1+E_{12})=1+E_{01}+E_{12}+E_{02}.$$

The exponent $X+Y$ alone gives only half of the last term, because $(X+Y)^2/2=E_{02}/2$. The commutator $[X,Y]=XY-YX=E_{02}$ supplies the rest: with $Z=X+Y+\tfrac12[X,Y]$ one has $Z^2=E_{02}$ and $Z^3=0$, hence $e^Z=1+Z+\tfrac12Z^2=e^Xe^Y$.

Each factor moves an entry at least one step away from the diagonal, and a 4×4 matrix has room for three steps. Commutators with up to three factors can therefore contribute, and longer ones vanish.

## One exponent for a product of two exponentials

Let $X$ and $Y$ be real 4×4 matrices whose entries on and below the diagonal are zero. Then

$$e^Xe^Y=e^Z,\qquad Z=X+Y+\tfrac12[X,Y]+\tfrac1{12}\bigl([X,[X,Y]]+[Y,[Y,X]]\bigr),$$

with no remainder, and this $Z$ is the only strictly upper triangular matrix that satisfies the equation. The general Baker–Campbell–Hausdorff series continues with ever longer nested commutators and raises questions of convergence; neither matters here, since every term with four or more factors is zero.

In the Lean file, `IsStrictUpper X` is the condition on the entries: `X i j = 0` whenever `j ≤ i`. `comm X Y` is the commutator, and `bch X Y` is the matrix $Z$ above. The exponential is Mathlib's `NormedSpace.exp`, defined by the full power series; that it reduces to a cubic polynomial is proved. `upper a b c d e f` lists the six free entries row by row:

$$\begin{pmatrix}0&a&b&c\\0&0&d&e\\0&0&0&f\\0&0&0&0\end{pmatrix}.$$

## Split steps and BCH routines

The simplest splitting integrator replaces $e^{\tau(A+B)}$, with step $\tau$, by $e^{\tau A}e^{\tau B}$. Setting $X=\tau A$ and $Y=\tau B$ gives the generator that the split step actually follows,

$$\tau(A+B)+\tfrac{\tau^2}{2}[A,B]+\tfrac{\tau^3}{12}\bigl([A,[A,B]]+[B,[B,A]]\bigr),$$

which is exact for every real $\tau$ when $A$ and $B$ are strictly upper triangular real 4×4 matrices. In quantum dynamics the same coefficients appear in the formal expansion of the exponent for this two-factor splitting. For the widely used symmetric split-operator step $e^{\tau A/2}e^{\tau B}e^{\tau A/2}$, the expansion of the exponent has no $\tau^2$ term, and at order $\tau^3$ the coefficient of $[A,[A,B]]$ is $-\tfrac1{24}$ instead of $\tfrac1{12}$, while that of $[B,[B,A]]$ remains $\tfrac1{12}$. The theorem does not cover unitary propagation itself, because a non-zero strictly upper triangular matrix is never anti-Hermitian.

For a routine that evaluates nested commutators, such matrices make a sharp check: apart from rounding, any mismatch between $e^Xe^Y$ and $e^Z$ is a fault in the code. The pair $X=E_{01}+E_{12}$, $Y=E_{23}$ exercises the term $[X,[X,Y]]$, and the pair $X=E_{01}$, $Y=E_{12}+E_{23}$ exercises $[Y,[Y,X]]$. In each case the other double commutator is zero, so a wrong sign or coefficient can be traced to its term.

## The identity in six coordinates

Write $X=\mathrm{upper}(a,b,c,d,e,f)$ and $Y=\mathrm{upper}(a',b',c',d',e',f')$. Matrix multiplication gives

$$XY=\mathrm{upper}(0,\;ad',\;ae'+bf',\;0,\;df',\;0).$$

Applying this rule repeatedly,

$$X^2=\mathrm{upper}(0,ad,ae+bf,0,df,0),\qquad X^3=\mathrm{upper}(0,0,adf,0,0,0),\qquad X^4=0.$$

The exponential series stops after the cubic term:

$$e^X=1+\mathrm{upper}\Bigl(a,\;b+\tfrac{ad}2,\;c+\tfrac{ae+bf}2+\tfrac{adf}6,\;d,\;e+\tfrac{df}2,\;f\Bigr).$$

**The product.** Write $e^X=1+U$ and $e^Y=1+V$, so that $e^Xe^Y=1+U+V+UV$. The entries next to the diagonal are $a+a'$, $d+d'$ and $f+f'$. The others are

$$\begin{aligned}
(0,2):&\quad b+b'+\tfrac{ad+a'd'}2+ad',\\
(1,3):&\quad e+e'+\tfrac{df+d'f'}2+df',\\
(0,3):&\quad c+c'+\tfrac{ae+bf+a'e'+b'f'}2+ae'+bf'\\
&\qquad+\tfrac{adf+a'd'f'}6+\tfrac{ad'f'+adf'}2.
\end{aligned}$$

**The exponent.** Set

$$\beta=ad'-a'd,\quad \varepsilon=df'-d'f,\quad \gamma=ae'+bf'-a'e-b'f.$$

Then $[X,Y]=\mathrm{upper}(0,\beta,\gamma,0,\varepsilon,0)$. The double commutators have only a corner entry, at $(0,3)$: it is $a\varepsilon-\beta f$ for $[X,[X,Y]]$ and $\beta f'-a'\varepsilon$ for $[Y,[Y,X]]$. Their sum is $\kappa=(a-a')\varepsilon-\beta(f-f')$. Thus $Z=\mathrm{upper}(p,q,r,s,t,u)$ with

$$\begin{aligned}
p&=a+a',& s&=d+d',& u&=f+f',\\
q&=b+b'+\tfrac\beta2,& t&=e+e'+\tfrac\varepsilon2,& r&=c+c'+\tfrac\gamma2+\tfrac\kappa{12}.
\end{aligned}$$

**The comparison.** The entries of $e^Z$ next to the diagonal are $p,s,u$, as required. At $(0,2)$,

$$q+\tfrac{ps}2=b+b'+\tfrac{ad'-a'd}2+\tfrac{(a+a')(d+d')}2=b+b'+\tfrac{ad+a'd'}2+ad',$$

which agrees with the product. The entry $(1,3)$ follows in the same way, with $d,f$ in place of $a,d$ and $e$ in place of $b$.

The corner of $e^Z$ is $r+\tfrac{pt+qu}2+\tfrac{psu}6$. Its linear part is $c+c'$. Its quadratic part is

$$\tfrac\gamma2+\tfrac{(a+a')(e+e')+(b+b')(f+f')}2=\tfrac{ae+bf+a'e'+b'f'}2+ae'+bf'.$$

The cubic part consists of $\kappa/12$, the contributions of $\varepsilon/2$ and $\beta/2$ through $t$ and $q$, and $psu/6$:

$$\begin{aligned}
&\tfrac\kappa{12}+\tfrac{(a+a')\varepsilon+\beta(f+f')}4+\tfrac{psu}6\\
&\quad=\tfrac16\bigl[(2a+a')\varepsilon+\beta(f+2f')+(a+a')(d+d')(f+f')\bigr].
\end{aligned}$$

The first two terms in the bracket expand to

$$2adf'+2ad'f'-ad'f-a'df-a'df'-a'd'f.$$

Adding the eight terms of the triple product leaves $adf+3adf'+3ad'f'+a'd'f'$. Division by 6 gives exactly the cubic part of the product's corner, which completes the identity.

**Uniqueness.** Suppose a strictly upper triangular matrix has the same exponential as $Z$. Its entries next to the diagonal are visible directly in the exponential, so they equal $p,s,u$. The entries $(0,2)$ and $(1,3)$ of the exponential contain the shifts $ps/2$ and $su/2$, which are now known, so $q$ and $t$ follow. The corner then fixes $r$.

**Stopping too early.** For $X=E_{01}+E_{12}$ and $Y=E_{23}$, the product $e^Xe^Y$ has corner entry $\tfrac12$. The exponent $X+Y+\tfrac12[X,Y]$ gives $\tfrac14+\tfrac16=\tfrac5{12}$. The missing $\tfrac1{12}$ is the contribution of $[X,[X,Y]]=E_{03}$.

## The Lean file

```lean
import Mathlib

open Matrix

namespace BCHFourByFour

noncomputable section

/-- A real 4 by 4 matrix is strictly upper triangular if all entries on and below the
diagonal vanish. -/
def IsStrictUpper (X : Matrix (Fin 4) (Fin 4) ℝ) : Prop :=
  ∀ i j, j ≤ i → X i j = 0

/-- The commutator `[X, Y] = XY - YX`. -/
def comm (X Y : Matrix (Fin 4) (Fin 4) ℝ) : Matrix (Fin 4) (Fin 4) ℝ :=
  X * Y - Y * X

/-- The Baker-Campbell-Hausdorff series through third order,
`X + Y + [X,Y]/2 + ([X,[X,Y]] + [Y,[Y,X]])/12`. -/
def bch (X Y : Matrix (Fin 4) (Fin 4) ℝ) : Matrix (Fin 4) (Fin 4) ℝ :=
  X + Y + (1 / 2 : ℝ) • comm X Y
    + (1 / 12 : ℝ) • (comm X (comm X Y) + comm Y (comm Y X))

/-- The strictly upper triangular matrix with the six given entries, row by row. -/
def upper (a b c d e f : ℝ) : Matrix (Fin 4) (Fin 4) ℝ :=
  !![0, a, b, c; 0, 0, d, e; 0, 0, 0, f; 0, 0, 0, 0]

/-- The product of two strictly upper triangular matrices in coordinates. -/
theorem upper_mul (a b c d e f a' b' c' d' e' f' : ℝ) :
    upper a b c d e f * upper a' b' c' d' e' f'
      = upper 0 (a * d') (a * e' + b * f') 0 (d * f') 0 := by
  ext i j
  fin_cases i <;> fin_cases j <;> simp [upper, Matrix.mul_apply, Fin.sum_univ_four]

/-- Strictly upper triangular matrices add coordinate by coordinate. -/
theorem upper_add (a b c d e f a' b' c' d' e' f' : ℝ) :
    upper a b c d e f + upper a' b' c' d' e' f'
      = upper (a + a') (b + b') (c + c') (d + d') (e + e') (f + f') := by
  ext i j
  fin_cases i <;> fin_cases j <;> simp [upper]

/-- Strictly upper triangular matrices subtract coordinate by coordinate. -/
theorem upper_sub (a b c d e f a' b' c' d' e' f' : ℝ) :
    upper a b c d e f - upper a' b' c' d' e' f'
      = upper (a - a') (b - b') (c - c') (d - d') (e - e') (f - f') := by
  ext i j
  fin_cases i <;> fin_cases j <;> simp [upper]

/-- A real multiple of a strictly upper triangular matrix in coordinates. -/
theorem smul_upper (r a b c d e f : ℝ) :
    r • upper a b c d e f = upper (r * a) (r * b) (r * c) (r * d) (r * e) (r * f) := by
  ext i j
  fin_cases i <;> fin_cases j <;> simp [upper]

/-- A matrix is strictly upper triangular exactly when it is given by six coordinates
above the diagonal. -/
theorem isStrictUpper_iff (X : Matrix (Fin 4) (Fin 4) ℝ) :
    IsStrictUpper X ↔ ∃ a b c d e f, X = upper a b c d e f := by
  constructor
  · intro h
    refine ⟨X 0 1, X 0 2, X 0 3, X 1 2, X 1 3, X 2 3, ?_⟩
    ext i j
    fin_cases i <;> fin_cases j <;> first | exact h _ _ (by decide) | rfl
  · rintro ⟨a, b, c, d, e, f, rfl⟩ i j hij
    fin_cases i <;> fin_cases j <;> first | exact absurd hij (by decide) | rfl

/-- The exponential series of a strictly upper triangular 4 by 4 matrix stops after the
cubic term. -/
theorem exp_eq_cubic {X : Matrix (Fin 4) (Fin 4) ℝ} (hX : IsStrictUpper X) :
    NormedSpace.exp X = 1 + X + (1 / 2 : ℝ) • X ^ 2 + (1 / 6 : ℝ) • X ^ 3 := by
  -- the fourth power vanishes
  have h4 : X ^ 4 = 0 := by
    obtain ⟨a, b, c, d, e, f, rfl⟩ := (isStrictUpper_iff X).1 hX
    have h : upper a b c d e f ^ 4 = (upper a b c d e f * upper a b c d e f)
        * (upper a b c d e f * upper a b c d e f) := by noncomm_ring
    rw [h, upper_mul, upper_mul]
    ext i j
    fin_cases i <;> fin_cases j <;> simp [upper]
  -- hence so do all later terms of the series
  have tail : ∀ n ∉ Finset.range 4, ((n.factorial : ℝ)⁻¹) • X ^ n = 0 := by
    intro n hn
    have hn' : 4 ≤ n := by simpa using hn
    rw [pow_eq_zero_of_le hn' h4, smul_zero]
  rw [NormedSpace.exp_eq_tsum ℝ]
  refine (tsum_eq_sum tail).trans ?_
  norm_num [Finset.sum_range_succ, Nat.factorial]

/-- The exponential of a strictly upper triangular matrix in closed form. -/
theorem exp_upper (a b c d e f : ℝ) :
    NormedSpace.exp (upper a b c d e f)
      = 1 + upper a (b + a * d / 2) (c + (a * e + b * f) / 2 + a * d * f / 6)
          d (e + d * f / 2) f := by
  rw [exp_eq_cubic ((isStrictUpper_iff _).2 ⟨a, b, c, d, e, f, rfl⟩), pow_two, pow_three]
  simp only [upper_mul, smul_upper, add_assoc, upper_add]
  congr 1
  congr 1 <;> ring

/-- For strictly upper triangular 4 by 4 matrices the third-order
Baker-Campbell-Hausdorff formula is exact: `exp X exp Y = exp (bch X Y)`. -/
theorem exp_mul_exp {X Y : Matrix (Fin 4) (Fin 4) ℝ}
    (hX : IsStrictUpper X) (hY : IsStrictUpper Y) :
    NormedSpace.exp X * NormedSpace.exp Y = NormedSpace.exp (bch X Y) := by
  obtain ⟨a, b, c, d, e, f, rfl⟩ := (isStrictUpper_iff X).1 hX
  obtain ⟨a', b', c', d', e', f', rfl⟩ := (isStrictUpper_iff Y).1 hY
  have expand : ∀ U V : Matrix (Fin 4) (Fin 4) ℝ,
      (1 + U) * (1 + V) = 1 + (U + V + U * V) := by
    intro U V
    noncomm_ring
  -- both sides are the identity plus a strictly upper triangular matrix
  simp only [bch, comm, upper_mul, upper_sub, smul_upper, upper_add, exp_upper, expand]
  congr 1
  congr 1 <;> ring

/-- Among strictly upper triangular matrices `Z`, the equation `exp X exp Y = exp Z` holds
if and only if `Z` is the third-order Baker-Campbell-Hausdorff expression. -/
theorem exp_mul_exp_eq_exp_iff {X Y Z : Matrix (Fin 4) (Fin 4) ℝ}
    (hX : IsStrictUpper X) (hY : IsStrictUpper Y) (hZ : IsStrictUpper Z) :
    NormedSpace.exp X * NormedSpace.exp Y = NormedSpace.exp Z ↔ Z = bch X Y := by
  have hW : IsStrictUpper (bch X Y) := by
    obtain ⟨a, b, c, d, e, f, rfl⟩ := (isStrictUpper_iff X).1 hX
    obtain ⟨a', b', c', d', e', f', rfl⟩ := (isStrictUpper_iff Y).1 hY
    simp only [bch, comm, upper_mul, upper_sub, smul_upper, upper_add]
    exact (isStrictUpper_iff _).2 ⟨_, _, _, _, _, _, rfl⟩
  rw [exp_mul_exp hX hY]
  constructor
  · intro h
    obtain ⟨p, q, r, s, t, u, hW'⟩ := (isStrictUpper_iff _).1 hW
    obtain ⟨a, b, c, d, e, f, rfl⟩ := (isStrictUpper_iff Z).1 hZ
    rw [hW'] at h ⊢
    simp only [exp_upper] at h
    have h' := add_left_cancel h
    -- read off the coordinates, starting next to the diagonal
    have h1 : p = a := congrFun (congrFun h' 0) 1
    have h2 : s = d := congrFun (congrFun h' 1) 2
    have h3 : u = f := congrFun (congrFun h' 2) 3
    subst h1 h2 h3
    have h4 : q + p * s / 2 = b + p * s / 2 := congrFun (congrFun h' 0) 2
    have h5 : t + s * u / 2 = e + s * u / 2 := congrFun (congrFun h' 1) 3
    have h6 : r + (p * t + q * u) / 2 + p * s * u / 6
        = c + (p * e + b * u) / 2 + p * s * u / 6 := congrFun (congrFun h' 0) 3
    have h7 : q = b := by linarith
    have h8 : t = e := by linarith
    subst h7 h8
    have h9 : r = c := by linarith
    rw [h9]
  · intro h
    rw [h]

/-- For an explicit pair of strictly upper triangular 4 by 4 matrices, the formula cut off
after `[X,Y]/2` fails. -/
theorem second_order_fails :
    NormedSpace.exp (upper 1 0 0 1 0 0) * NormedSpace.exp (upper 0 0 0 0 0 1)
      ≠ NormedSpace.exp (upper 1 0 0 1 0 0 + upper 0 0 0 0 0 1
          + (1 / 2 : ℝ) • comm (upper 1 0 0 1 0 0) (upper 0 0 0 0 0 1)) := by
  intro h
  have expand : ∀ U V : Matrix (Fin 4) (Fin 4) ℝ,
      (1 + U) * (1 + V) = 1 + (U + V + U * V) := by
    intro U V
    noncomm_ring
  simp only [comm, upper_mul, upper_sub, smul_upper, upper_add, exp_upper, expand] at h
  -- the two sides differ in the upper right corner
  have corner : ∀ a b c d e f : ℝ, upper a b c d e f 0 3 = c :=
    fun _ _ _ _ _ _ => rfl
  have h' := add_left_cancel h
  have h3 := congrArg (fun M : Matrix (Fin 4) (Fin 4) ℝ => M 0 3) h'
  simp only [corner] at h3
  norm_num at h3

end

end BCHFourByFour
```

```lean
#print axioms BCHFourByFour.exp_mul_exp
-- 'BCHFourByFour.exp_mul_exp' depends on axioms: [propext, Classical.choice, Quot.sound]
#print axioms BCHFourByFour.exp_mul_exp_eq_exp_iff
-- 'BCHFourByFour.exp_mul_exp_eq_exp_iff' depends on axioms: [propext, Classical.choice, Quot.sound]
#print axioms BCHFourByFour.second_order_fails
-- 'BCHFourByFour.second_order_fails' depends on axioms: [propext, Classical.choice, Quot.sound]
```

## How the file follows the calculation

The lemmas `upper_mul`, `upper_add`, `upper_sub` and `smul_upper` turn matrix arithmetic into arithmetic of six real numbers by checking all sixteen entries. `isStrictUpper_iff` says that the condition on the entries and the six-coordinate form describe the same matrices, so the later proofs can pass from one to the other.

`exp_eq_cubic` first brackets $X^4$ as $X^2X^2$ and shows that it vanishes. All later terms of the series then vanish too, `tsum_eq_sum` reduces the infinite sum to its first four terms, and `norm_num` evaluates the factorials. `exp_upper` writes the result in coordinates.

`exp_mul_exp` is the main identity. Its `simp only` step brings both sides to the form $1+\mathrm{upper}(\ldots)$. The two uses of `congr 1` remove the identity matrix and then compare coordinates, and `ring` proves the remaining polynomial equations, including the cubic comparison in the corner.

`exp_mul_exp_eq_exp_iff` adds uniqueness as an equivalence: for strictly upper triangular $Z$, the equation $e^Xe^Y=e^Z$ holds if and only if `Z = bch X Y`. The names $p,\ldots,u$ are again the coordinates of `bch X Y`, while $a,\ldots,f$ now belong to the candidate $Z$. The hypotheses `h1` to `h9` read off the coordinates in the order described above, with `linarith` cancelling the known shifts.

`second_order_fails` treats the explicit pair with corner entries $\tfrac12$ and $\tfrac5{12}$. It extracts the corner from the supposed equality, and `norm_num` finds the contradiction.

## Exact in real arithmetic, for this size and shape

The theorems concern exact real numbers and say nothing about rounding in a floating-point exponential. They fix the size at 4×4. From 5×5 onwards a product of four strictly upper triangular factors need not vanish, and fourth-order commutators can enter.

The triangular shape matters as well. Let $X=E_{00}$, which has a diagonal entry, and $Y=E_{01}$. Then $[X,Y]=Y$, $[X,[X,Y]]=Y$ and $[Y,[Y,X]]=0$, so the third-order exponent is $E_{00}+\tfrac{19}{12}E_{01}$. Writing $\mathrm e$ for Euler's number, the entry $(0,1)$ of $e^Xe^Y$ is $\mathrm e$, whereas the exponential of the third-order exponent has $\tfrac{19}{12}(\mathrm e-1)$ there. Equality would require $\mathrm e=19/7\approx2.714$, which is false. The formula is then only an approximation, although a close one in this example.

Uniqueness likewise depends on restricting $Z$. For $X=Y=0$, the matrix $2\pi(E_{01}-E_{10})$ generates a full rotation, so its exponential is the identity, just like that of $Z=0$. A code that recovers $Z$ from $e^Xe^Y$ for comparison with `bch X Y` should therefore use the principal matrix logarithm, which here is the strictly upper triangular solution.
